# With the spin-orbit matrix fixed, shifting spin-free energies by at most δ moves each level by at most δ

Without a bound on how spin-orbit levels respond to the spin-free energies, I can't say what an error of 0.01 eV in those energies does to my final spectrum. Perturbation theory doesn't settle it: beyond first order, nearly degenerate levels give small energy denominators, and the estimate can become useless. Yet I believe that the answer is simple. I build the matrix $\mathrm{diag}(E)+V$ from spin-free energies $E_i$ and a Hermitian spin-orbit matrix $V$, then replace $E$ by $E'$ with $|E'_i-E_i|\le\delta$ for every $i$. Every new eigenvalue should lie within $\delta$ of an old one, and the traces should differ by $\sum_i(E'_i-E_i)$. Can this be made rigorous and checked by machine, near-degeneracies included?

## One trial state that bounds both sets of levels

Yes, and a stronger statement holds: the levels can be compared one by one, in order. Let there be $N$ states, and write $H=\mathrm{diag}(E)+V$ and $H'=\mathrm{diag}(E')+V$. Number the eigenvalues from zero in decreasing order, with multiplicity: $\lambda_0\ge\dots\ge\lambda_{N-1}$ for $H$, with orthonormal eigenvectors $u_i$, and $\lambda'_0\ge\dots\ge\lambda'_{N-1}$ for $H'$, with orthonormal eigenvectors $w_i$.

Suppose first only that $E'_i\le E_i+c$ for all $i$, with some real $c$. Fix a position $k$ and look for a vector $v$ with

$$u_i^\dagger v=0\ \text{ for } i<k,\qquad w_i^\dagger v=0\ \text{ for } i>k.$$

These are $k+(N-1-k)=N-1$ linear conditions on $N$ components, so a nonzero solution exists. Normalise it to $v^\dagger v=1$. In the eigenbasis of $H$ only the levels from position $k$ onwards contribute, and none of them exceeds $\lambda_k$:

$$v^\dagger Hv=\sum_{i\ge k}\lambda_i|u_i^\dagger v|^2\le\lambda_k\sum_{i\ge k}|u_i^\dagger v|^2=\lambda_k.$$

In the eigenbasis of $H'$ only the levels up to position $k$ contribute, and none of them is below $\lambda'_k$:

$$v^\dagger H'v=\sum_{i\le k}\lambda'_i|w_i^\dagger v|^2\ge\lambda'_k.$$

The spin-orbit term is the same in both energies and cancels in their difference:

$$v^\dagger H'v-v^\dagger Hv=\sum_i(E'_i-E_i)|v_i|^2\le c\sum_i|v_i|^2=c.$$

Together these give $\lambda'_k\le v^\dagger H'v\le v^\dagger Hv+c\le\lambda_k+c$. No energy denominator has appeared, so near-degeneracy does no harm.

If $|E'_i-E_i|\le\delta$, apply this with $c=\delta$, then once more with $E$ and $E'$ exchanged. The result is $|\lambda'_k-\lambda_k|\le\delta$ for every $k$, and your claim about a nearby eigenvalue follows at once.

A common shift $E'_i=E_i+c$ moves every level by exactly $c$: the bound gives $\lambda'_k\le\lambda_k+c$, and the exchanged version with $-c$ gives the reverse. The constant in the bound therefore can't be improved. For the traces, $V$ cancels again and leaves $\sum_i(E'_i-E_i)$. Since a trace is the sum of the eigenvalues, the sums of the levels differ by the same amount.

This is Weyl's eigenvalue perturbation bound for a diagonal perturbation. For a general Hermitian perturbation, its operator norm takes the place of $\delta$.

## What the Lean theorems say about the levels

The type `n` labels the spin-free states. It is any finite type, and each spin component of a multiplet has its own label. The energies are functions `E E' : n → ℝ`, in any common unit, and `V` is a complex matrix with the hypothesis `V.IsHermitian`. Its diagonal need not vanish. `soHamiltonian E V` is the sum of the diagonal matrix and `V`, and `soLevel E hV k` is its eigenvalue at position `k`, counted from zero in decreasing order.

- `abs_soLevel_sub_le` is the main theorem: if `|E' i - E i| ≤ δ` for every `i`, then the levels at each position `k` differ by at most `δ`.
- `exists_eigenvalue_near` is the statement you asked for. It takes `μ` in the real spectrum of the new Hamiltonian and gives a `ν` in that of the old one with `|μ - ν| ≤ δ`.
- `soLevel_uniform_shift` is the exact result for a common shift.
- `trace_and_level_sum_shift` contains both sum rules, the one for traces as an equation between complex numbers and the one for levels as an equation between real numbers.

The model is an ordinary eigenvalue problem, so the spin-free states are taken to be orthonormal. The same `V` enters both Hamiltonians. Nothing is said about the error from truncating the set of states, about changes in the spin-orbit elements, or about how far the eigenvectors rotate.

```lean
import Mathlib

open Matrix

namespace SpinOrbitLevelShift

noncomputable section

variable {n : Type*} [Fintype n] [DecidableEq n]

/-- The state-interaction Hamiltonian: spin-free energies `E` on the diagonal plus the
spin-orbit matrix `V`. -/
def soHamiltonian (E : n → ℝ) (V : Matrix n n ℂ) : Matrix n n ℂ :=
  Matrix.diagonal (fun i => (E i : ℂ)) + V

omit [Fintype n] in
/-- The state-interaction Hamiltonian is Hermitian when the spin-orbit matrix is. -/
theorem soHamiltonian_isHermitian (E : n → ℝ) {V : Matrix n n ℂ} (hV : V.IsHermitian) :
    (soHamiltonian E V).IsHermitian := by
  refine Matrix.IsHermitian.add ?_ hV
  ext i j
  by_cases h : i = j
  · subst h
    simp
  · simp [Matrix.diagonal_apply_ne _ h, Matrix.diagonal_apply_ne _ (Ne.symm h)]

/-- The spin-orbit levels: eigenvalues of the state-interaction Hamiltonian in decreasing
order, repeated according to multiplicity. -/
def soLevel (E : n → ℝ) {V : Matrix n n ℂ} (hV : V.IsHermitian) :
    Fin (Fintype.card n) → ℝ :=
  (soHamiltonian_isHermitian E hV).eigenvalues₀

/-- The real part of the product of an amplitude with its conjugate is its squared modulus. -/
theorem re_star_mul_self (z : ℂ) : (star z * z).re = Complex.normSq z := by
  simp [Complex.mul_re, Complex.normSq_apply]

/-- For any vector `v`, the real part of `v†Hv` is the sum of the spin-free energies weighted by `|v
i|²`, plus the real part of `v†Vv`. -/
theorem energy_eq (E : n → ℝ) (V : Matrix n n ℂ) (v : n → ℂ) :
    (star v ⬝ᵥ (soHamiltonian E V *ᵥ v)).re
      = ∑ i, E i * Complex.normSq (v i) + (star v ⬝ᵥ (V *ᵥ v)).re := by
  rw [soHamiltonian, Matrix.add_mulVec, dotProduct_add, Complex.add_re]
  congr 1
  simp only [dotProduct, Matrix.mulVec_diagonal, Complex.re_sum, Pi.star_apply]
  refine Finset.sum_congr rfl fun i _ => ?_
  rw [mul_left_comm, Complex.re_ofReal_mul, re_star_mul_self]

/-- For a Hermitian matrix `A` there are vectors `u i`, indexed like its ordered eigenvalues, such
that for every `v` the squared norm is the sum of the squared amplitudes `|(u i)†v|²`, and the real
part of `v†Av` is the sum of the same terms weighted by the eigenvalues. -/
theorem spectral_expansion {A : Matrix n n ℂ} (hA : A.IsHermitian) :
    ∃ u : Fin (Fintype.card n) → n → ℂ, ∀ v : n → ℂ,
      ∑ i, Complex.normSq (star (u i) ⬝ᵥ v) = (star v ⬝ᵥ v).re ∧
      ∑ i, hA.eigenvalues₀ i * Complex.normSq (star (u i) ⬝ᵥ v)
        = (star v ⬝ᵥ (A *ᵥ v)).re := by
  let e : Fin (Fintype.card n) ≃ n := Fintype.equivOfCardEq (Fintype.card_fin _)
  let b := hA.eigenvectorBasis
  have hlam : ∀ k, hA.eigenvalues (e k) = hA.eigenvalues₀ k := fun k =>
    congrArg hA.eigenvalues₀ (e.symm_apply_apply k)
  have hin : ∀ x y : EuclideanSpace ℂ n, inner ℂ x y = star x.ofLp ⬝ᵥ y.ofLp := by
    intro x y
    rw [EuclideanSpace.inner_eq_star_dotProduct, dotProduct_comm]
  -- completeness of the eigenbasis
  have hc : ∀ v w : n → ℂ, ∑ i, star (star (b (e i)).ofLp ⬝ᵥ v) *
      (star (b (e i)).ofLp ⬝ᵥ w) = star v ⬝ᵥ w := by
    intro v w
    have h := b.sum_inner_mul_inner (WithLp.toLp 2 v) (WithLp.toLp 2 w)
    simp only [hin] at h
    rw [← e.sum_comp] at h
    refine Eq.trans (Finset.sum_congr rfl fun i _ => ?_) h
    exact congrArg (· * _) (Matrix.star_dotProduct _ _).symm
  -- the matrix acts on each amplitude by its eigenvalue
  have hact : ∀ i (v : n → ℂ), star (b (e i)).ofLp ⬝ᵥ (A *ᵥ v)
      = (hA.eigenvalues₀ i : ℂ) * (star (b (e i)).ofLp ⬝ᵥ v) := by
    intro i v
    have h1 : star (b (e i)).ofLp ᵥ* A = star (A *ᵥ (b (e i)).ofLp) := by
      rw [Matrix.star_mulVec, hA.eq]
    have h2 : A *ᵥ (b (e i)).ofLp = hA.eigenvalues (e i) • (b (e i)).ofLp :=
      hA.mulVec_eigenvectorBasis (e i)
    rw [Matrix.dotProduct_mulVec, h1, h2, star_smul, star_trivial, smul_dotProduct, hlam,
      Complex.real_smul]
  refine ⟨fun i => (b (e i)).ofLp, fun v => ⟨?_, ?_⟩⟩
  · rw [← hc v v, Complex.re_sum]
    exact Finset.sum_congr rfl fun i _ => (re_star_mul_self _).symm
  · rw [← hc v (A *ᵥ v), Complex.re_sum]
    refine Finset.sum_congr rfl fun i _ => ?_
    rw [hact, ← re_star_mul_self, mul_left_comm, Complex.re_ofReal_mul]

omit [DecidableEq n] in
/-- For two lists of as many vectors as there are states, some nonzero trial state is
orthogonal to those before position `k` in the first and after `k` in the second. -/
theorem exists_trial_state (u w : Fin (Fintype.card n) → n → ℂ) (k : Fin (Fintype.card n)) :
    ∃ v : n → ℂ, v ≠ 0 ∧ (∀ i, i < k → star (u i) ⬝ᵥ v = 0) ∧
      (∀ i, k < i → star (w i) ⬝ᵥ v = 0) := by
  let M : Matrix {i : Fin (Fintype.card n) // i ≠ k} n ℂ :=
    Matrix.of fun i => if i.1 < k then star (u i.1) else star (w i.1)
  -- one condition fewer than there are dimensions
  have hM : ¬ Function.Injective M.mulVecLin := by
    intro hi
    have h1 := LinearMap.finrank_le_finrank_of_injective hi
    simp only [Module.finrank_fintype_fun_eq_card] at h1
    have h2 := Fintype.card_subtype_lt (p := fun i : Fin (Fintype.card n) => i ≠ k)
      (x := k) (by simp)
    rw [Fintype.card_fin] at h2
    omega
  rw [← LinearMap.ker_eq_bot, LinearMap.ker_eq_bot'] at hM
  push Not at hM
  obtain ⟨v, hv, hv0⟩ := hM
  refine ⟨v, hv0, fun i hi => ?_, fun i hi => ?_⟩
  · have h : (if i < k then star (u i) else star (w i)) ⬝ᵥ v = 0 := congrFun hv ⟨i, hi.ne⟩
    rwa [if_pos hi] at h
  · have h : (if i < k then star (u i) else star (w i)) ⬝ᵥ v = 0 := congrFun hv ⟨i, hi.ne'⟩
    rwa [if_neg (not_lt_of_ge hi.le)] at h

/-- If no spin-free energy rises by more than `c`, no spin-orbit level rises by more
than `c`. -/
theorem soLevel_le_add {E E' : n → ℝ} {V : Matrix n n ℂ} (hV : V.IsHermitian) {c : ℝ}
    (h : ∀ i, E' i ≤ E i + c) (k : Fin (Fintype.card n)) :
    soLevel E' hV k ≤ soLevel E hV k + c := by
  obtain ⟨u, hu⟩ := spectral_expansion (soHamiltonian_isHermitian E hV)
  obtain ⟨w, hw⟩ := spectral_expansion (soHamiltonian_isHermitian E' hV)
  obtain ⟨v, hv0, hvu, hvw⟩ := exists_trial_state u w k
  have hN : (star v ⬝ᵥ v).re = ∑ i, Complex.normSq (v i) := by
    simp only [dotProduct, Complex.re_sum, Pi.star_apply, re_star_mul_self]
  have hpos : 0 < (star v ⬝ᵥ v).re := by
    obtain ⟨i, hi⟩ := Function.ne_iff.1 hv0
    rw [hN]
    exact Finset.sum_pos' (fun i _ => Complex.normSq_nonneg _)
      ⟨i, Finset.mem_univ i, Complex.normSq_pos.2 hi⟩
  -- the trial energy is bounded by the old level from above, by the new one from below
  have h1 : (star v ⬝ᵥ (soHamiltonian E V *ᵥ v)).re
      ≤ soLevel E hV k * (star v ⬝ᵥ v).re := by
    rw [← (hu v).2, ← (hu v).1, Finset.mul_sum]
    refine Finset.sum_le_sum fun i _ => ?_
    by_cases hi : i < k
    · simp [hvu i hi]
    · exact mul_le_mul_of_nonneg_right
        ((soHamiltonian_isHermitian E hV).eigenvalues₀_antitone (not_lt.1 hi))
        (Complex.normSq_nonneg _)
  have h2 : soLevel E' hV k * (star v ⬝ᵥ v).re
      ≤ (star v ⬝ᵥ (soHamiltonian E' V *ᵥ v)).re := by
    rw [← (hw v).2, ← (hw v).1, Finset.mul_sum]
    refine Finset.sum_le_sum fun i _ => ?_
    by_cases hi : k < i
    · simp [hvw i hi]
    · exact mul_le_mul_of_nonneg_right
        ((soHamiltonian_isHermitian E' hV).eigenvalues₀_antitone (not_lt.1 hi))
        (Complex.normSq_nonneg _)
  have h3 : ∑ i, E' i * Complex.normSq (v i)
      ≤ ∑ i, E i * Complex.normSq (v i) + c * (star v ⬝ᵥ v).re := by
    rw [hN, Finset.mul_sum, ← Finset.sum_add_distrib]
    refine Finset.sum_le_sum fun i _ => ?_
    rw [← add_mul]
    exact mul_le_mul_of_nonneg_right (h i) (Complex.normSq_nonneg _)
  rw [energy_eq] at h1 h2
  refine le_of_mul_le_mul_right ?_ hpos
  rw [add_mul]
  linarith

/-- If every spin-free energy is shifted by at most `δ`, each spin-orbit level, counted in
order, moves by at most `δ`. -/
theorem abs_soLevel_sub_le {E E' : n → ℝ} {V : Matrix n n ℂ} (hV : V.IsHermitian) {δ : ℝ}
    (h : ∀ i, |E' i - E i| ≤ δ) (k : Fin (Fintype.card n)) :
    |soLevel E' hV k - soLevel E hV k| ≤ δ := by
  have h1 := soLevel_le_add (E := E) (E' := E') hV (c := δ)
    (fun i => by linarith [(abs_le.1 (h i)).2]) k
  have h2 := soLevel_le_add (E := E') (E' := E) hV (c := δ)
    (fun i => by linarith [(abs_le.1 (h i)).1]) k
  exact abs_le.2 ⟨by linarith, by linarith⟩

/-- If every spin-free energy is shifted by at most `δ`, every eigenvalue of the shifted Hamiltonian
lies within `δ` of some eigenvalue of the original one. -/
theorem exists_eigenvalue_near {E E' : n → ℝ} {V : Matrix n n ℂ} (hV : V.IsHermitian)
    {δ : ℝ} (h : ∀ i, |E' i - E i| ≤ δ) {μ : ℝ} (hμ : μ ∈ spectrum ℝ (soHamiltonian E' V)) :
    ∃ ν ∈ spectrum ℝ (soHamiltonian E V), |μ - ν| ≤ δ := by
  rw [(soHamiltonian_isHermitian E' hV).spectrum_real_eq_range_eigenvalues] at hμ
  obtain ⟨i, rfl⟩ := hμ
  refine ⟨(soHamiltonian_isHermitian E hV).eigenvalues i, ?_, abs_soLevel_sub_le hV h _⟩
  rw [(soHamiltonian_isHermitian E hV).spectrum_real_eq_range_eigenvalues]
  exact ⟨i, rfl⟩

/-- A common shift `c` of all spin-free energies moves every spin-orbit level by
exactly `c`. -/
theorem soLevel_uniform_shift (E : n → ℝ) {V : Matrix n n ℂ} (hV : V.IsHermitian) (c : ℝ)
    (k : Fin (Fintype.card n)) :
    soLevel (fun i => E i + c) hV k = soLevel E hV k + c := by
  have h1 := soLevel_le_add (E := E) (E' := fun i => E i + c) hV (c := c)
    (fun i => le_refl _) k
  have h2 := soLevel_le_add (E := fun i => E i + c) (E' := E) hV (c := -c)
    (fun i => by simp) k
  linarith

/-- The traces of the two Hamiltonians, and likewise the sums of their levels, differ by the
sum of the spin-free energy shifts. -/
theorem trace_and_level_sum_shift (E E' : n → ℝ) {V : Matrix n n ℂ} (hV : V.IsHermitian) :
    (soHamiltonian E' V).trace - (soHamiltonian E V).trace
        = ((∑ i, (E' i - E i) : ℝ) : ℂ) ∧
      ∑ k, soLevel E' hV k - ∑ k, soLevel E hV k = ∑ i, (E' i - E i) := by
  have ht : (soHamiltonian E' V).trace - (soHamiltonian E V).trace
      = ((∑ i, (E' i - E i) : ℝ) : ℂ) := by
    simp [soHamiltonian, Matrix.trace_add, Matrix.trace_diagonal, Finset.sum_sub_distrib]
  -- the trace is the sum of the levels
  have key : ∀ F : n → ℝ, (soHamiltonian F V).trace = ((∑ k, soLevel F hV k : ℝ) : ℂ) := by
    intro F
    rw [(soHamiltonian_isHermitian F hV).trace_eq_sum_eigenvalues, Complex.ofReal_sum]
    exact Equiv.sum_comp (Fintype.equivOfCardEq (Fintype.card_fin (Fintype.card n))).symm
      (fun k => (soLevel F hV k : ℂ))
  refine ⟨ht, ?_⟩
  rw [key, key] at ht
  exact_mod_cast ht

end

end SpinOrbitLevelShift
```

```lean
#print axioms SpinOrbitLevelShift.exists_eigenvalue_near
-- 'SpinOrbitLevelShift.exists_eigenvalue_near' depends on axioms: [propext, Classical.choice, Quot.sound]
#print axioms SpinOrbitLevelShift.soLevel_uniform_shift
-- 'SpinOrbitLevelShift.soLevel_uniform_shift' depends on axioms: [propext, Classical.choice, Quot.sound]
#print axioms SpinOrbitLevelShift.trace_and_level_sum_shift
-- 'SpinOrbitLevelShift.trace_and_level_sum_shift' depends on axioms: [propext, Classical.choice, Quot.sound]
```

## How the proof follows the trial-state argument

`soHamiltonian_isHermitian` secures real, ordered eigenvalues. `energy_eq` splits $v^\dagger Hv$ into the population-weighted spin-free energies and the spin-orbit part, which is what later lets $V$ cancel.

`spectral_expansion` supplies the two eigenbasis sums, one for the squared norm and one for the energy. Inside it, `hc` is the completeness of the eigenbasis, and `hact` moves the matrix onto the eigenvector by Hermiticity and replaces it by its eigenvalue. The equivalence `e` puts the eigenvectors in the order of the levels.

`exists_trial_state` is the count of conditions. The matrix `M` has one row for each position other than `k`, taken from the first list before `k` and from the second after it. If `M` were injective, the $N$-dimensional space of states would fit into one of dimension $N-1$. `omega` refutes that, and a nonzero vector in the kernel is the trial state.

`soLevel_le_add` puts the pieces together. It leaves $v$ unnormalised and carries the factor $v^\dagger v$ along. `h1` is the upper bound on the old energy and `h2` the lower bound on the new one. In each, the terms removed by orthogonality vanish, and `eigenvalues₀_antitone` handles the rest. `h3` compares the spin-free parts. After `energy_eq` has been applied, `linarith` combines the three inequalities, and `le_of_mul_le_mul_right` divides out the norm, which `hpos` has shown to be positive.

`abs_soLevel_sub_le` and `soLevel_uniform_shift` each use this one-sided bound twice, with the energies exchanged the second time. `exists_eigenvalue_near` writes each spectrum as the set of eigenvalues and picks the old eigenvalue with the same label as the new one. In the trace theorem, `key` identifies the trace with the sum of the levels.

## A sign error in $V$ that breaks the bound

Hermiticity matters already for two states. Take $E=(1,-1)$ and a spin-orbit matrix in which one off-diagonal element has the wrong sign:

$$V=\begin{pmatrix}0&1\\-1&0\end{pmatrix}.$$

The eigenvalues of $\mathrm{diag}(E)+V$ satisfy $\lambda^2=1-1=0$, so both are zero. Now let $E'=(1+\delta,-1-\delta)$ with $\delta>0$. Then $\lambda^2=(1+\delta)^2-1=2\delta+\delta^2$, and both eigenvalues have moved by $\sqrt{2\delta+\delta^2}$, which is larger than $\delta$. For $\delta=0.01$ they move by about $0.14$.

A Hermitian eigensolver that reads only one triangle of the matrix would hide such an error, so it is better to compare $V$ with $V^\dagger$ before diagonalising.

## Replacing the diagonal energies in a state-interaction calculation

The step occurs when spin-orbit elements are computed from one set of wavefunctions and the diagonal energies are then replaced by values from a more accurate correlation treatment. For a finite orthonormal set of states and unchanged spin-orbit elements, the largest replacement shift bounds the change of every level.

In code, this gives a cheap consistency check: diagonalise both matrices, sort both lists of eigenvalues the same way, and compare them entry by entry. Up to rounding, the largest difference must not exceed $\max_i|E'_i-E_i|$. Increasing order serves as well as decreasing order, provided that both lists use it. The pairing is by position, not by the character of the states.

Excitation energies need a little more care. Each is a difference of two levels, which can move in opposite directions, so it may change by up to $2\delta$. Any part of the shift that is common to all states cancels, however. The one-sided bound, used in both directions, keeps every level's movement between the smallest and the largest of the shifts $E'_i-E_i$, so an excitation energy changes by at most $\max_i(E'_i-E_i)-\min_i(E'_i-E_i)$. This is the more useful limit when total energies are replaced and all of them move by a similar large amount.
